# Sublattice sign rule for the mutual site polarizability of a finite real chiral Hamiltonian

Let $H$ be a real Hamiltonian on finitely many sites, with a real orthonormal eigenbasis $u_n$ and energies $E_n$. Suppose that $H$ anticommutes with $S=\mathrm{diag}(s_i)$, where $s_i=\pm1$ marks the sublattice of site $i$. Then for all sites $i$ and $j$

$$
s_i s_j\,\Pi_{ij}\ \ge 0,\qquad
\Pi_{ij}=\sum_{E_n<0<E_m}\frac{u_n(i)\,u_m(i)\,u_n(j)\,u_m(j)}{E_m-E_n}.
$$

The mutual polarizability $\Pi_{ij}$ is therefore nonnegative within a sublattice and nonpositive between sublattices. The rule applies to Hückel and other tight-binding models in which real hopping connects only opposite sublattices and all on-site energies are equal, their common value being the zero of energy. It describes non-interacting electrons that fill the negative levels, with no level at zero. If each filled level holds two electrons, the population $q_i$ responds to the on-site energy $\alpha_j$ as $\partial q_i/\partial\alpha_j=-4\,\Pi_{ij}$, so the Hückel polarizability defined by this derivative has the opposite sign to $\Pi_{ij}$.

## Orbitals, sublattices and the pair sum

```lean
import Mathlib

open Matrix Filter Topology

namespace ChiralPolarizability

noncomputable section

variable {ι : Type*} [Fintype ι] [DecidableEq ι]
```

The type `ι` is the finite set of sites. It also labels the orbitals, since there are as many orbitals as sites.

```lean
/-- The rows of `u` are real orthonormal eigenvectors of `H` with energies `E`. -/
structure IsEigenbasis (H : Matrix ι ι ℝ) (E : ι → ℝ) (u : Matrix ι ι ℝ) : Prop where
  orth : u * uᵀ = 1
  eigen : ∀ n, H *ᵥ u n = E n • u n
```

`IsEigenbasis H E u` collects two conditions on the matrix `u`, whose row `u n` is the orbital $u_n$; the amplitude $u_n(i)$ is written `u n i`. The condition `orth` says $uu^{T}=1$, so the rows are orthonormal. The condition `eigen` says $Hu_n=E_nu_n$, where `*ᵥ` applies a matrix to a vector and `•` multiplies a vector by a number. The energies may be degenerate and need no ordering. Symmetry of $H$ is not listed because it follows from these two conditions.

```lean
/-- `H` anticommutes with the diagonal matrix of sublattice signs `s i = ±1`. -/
structure IsChiral (H : Matrix ι ι ℝ) (s : ι → ℝ) : Prop where
  sign : ∀ i, s i = 1 ∨ s i = -1
  anti : H * diagonal s = -(diagonal s * H)
```

`IsChiral H s` says that each $s_i$ is $1$ or $-1$ and that $HS=-SH$. In components the second condition is $H_{ij}(s_i+s_j)=0$. Physically, hopping connects only opposite sublattices, and all on-site energies vanish when measured from the zero that separates filled from empty levels.

```lean
/-- The operator that gives the orbital `u n` the weight `w n`. -/
def spectral (u : Matrix ι ι ℝ) (w : ι → ℝ) : Matrix ι ι ℝ := uᵀ * diagonal w * u
```

`spectral u w` is the matrix $u^{T}\mathrm{diag}(w)\,u$, which gives orbital $n$ the weight $w_n$. With $w_n=f(E_n)$ it is the function $f(H)$.

```lean
/-- The mutual polarizability of sites `i` and `j`, summed over all excitations from a level `n`
below zero to a level `m` above zero. -/
def polarizability (E : ι → ℝ) (u : Matrix ι ι ℝ) (i j : ι) : ℝ :=
  ∑ n, ∑ m, if E n < 0 ∧ 0 < E m then u n i * u m i * u n j * u m j / (E m - E n) else 0
```

`polarizability E u i j` is $\Pi_{ij}$. The double sum runs over all pairs of orbitals, and the `if` keeps those with $E_n<0<E_m$.

The name comes from first-order perturbation theory. Let $H$ have no zero level, fill the negative levels once, and add a small potential $\varepsilon$ on site $j$. Each filled orbital then changes by

$$
\delta u_n=\varepsilon\sum_{E_m>0}\frac{u_m(j)\,u_n(j)}{E_n-E_m}\,u_m ,
$$

up to mixing among the filled orbitals, which leaves the total density unchanged. The population of site $i$ changes by $2\sum_n u_n(i)\,\delta u_n(i)=-2\varepsilon\,\Pi_{ij}$. A repulsive potential on one site thus never raises the population on its own sublattice and never lowers it on the other, to first order. This link to the charge response is an interpretation of the sum; the Lean theorems concern the sum itself.

## Functions of the Hamiltonian in the site basis

```lean
/-- Site representation of a weighted sum over orbitals. -/
theorem spectral_apply (u : Matrix ι ι ℝ) (w : ι → ℝ) (i j : ι) :
    spectral u w i j = ∑ n, w n * (u n i * u n j) := by
  rw [spectral, Matrix.mul_apply]
  refine Finset.sum_congr rfl fun n _ => ?_
  rw [Matrix.mul_diagonal, Matrix.transpose_apply]
  ring
```

In components, the matrix just defined is

$$
\big(u^{T}\mathrm{diag}(w)\,u\big)_{ij}=\sum_n w_n\,u_n(i)\,u_n(j).
$$

The proof writes out the matrix product and compares the terms one by one.

```lean
/-- A Hamiltonian is the sum of its orbital projectors weighted by the energies. -/
theorem IsEigenbasis.eq_spectral {H u : Matrix ι ι ℝ} {E : ι → ℝ}
    (h : IsEigenbasis H E u) : H = spectral u E := by
  have h1 : H * uᵀ = uᵀ * diagonal E := by
    ext i n
    have h2 : (H * uᵀ) i n = E n * u n i := by
      simpa [Matrix.mul_apply, Matrix.mulVec, dotProduct] using congrFun (h.eigen n) i
    rw [h2, Matrix.mul_diagonal, Matrix.transpose_apply, mul_comm]
  rw [spectral, ← h1, Matrix.mul_assoc, mul_eq_one_comm.1 h.orth, mul_one]
```

This is the spectral decomposition $H=u^{T}\mathrm{diag}(E)\,u$. By hand, the eigenvalue equations placed side by side as columns read $Hu^{T}=u^{T}\mathrm{diag}(E)$, which is `h1`. Multiplying from the right by $u$ gives the claim, because $uu^{T}=1$ implies $u^{T}u=1$ for a square matrix. That last implication is `mul_eq_one_comm`.

## Reversing the energies

```lean
/-- Chiral symmetry turns any function of `H` into the same function of `-H`:
`f(-H) = S f(H) S`. -/
theorem spectral_neg {H u : Matrix ι ι ℝ} {E s : ι → ℝ} (hb : IsEigenbasis H E u)
    (hc : IsChiral H s) (f : ℝ → ℝ) :
    spectral u (fun n => f (-E n)) =
      diagonal s * spectral u (fun n => f (E n)) * diagonal s := by
  have hu := hb.orth
  have hu' : uᵀ * u = 1 := mul_eq_one_comm.1 hu
  have hH := hb.eq_spectral
  have hss : diagonal s * diagonal s = 1 := by
    have h1 : (fun i => s i * s i) = fun _ => (1 : ℝ) := by
      funext i
      rcases hc.sign i with h | h <;> simp [h]
    rw [Matrix.diagonal_mul_diagonal, h1]
    exact Matrix.diagonal_one
  obtain ⟨W, hW⟩ : ∃ W, W = u * diagonal s * uᵀ := ⟨_, rfl⟩
  -- the sublattice signs only connect levels of opposite energy
  have hD : diagonal E * W = -(W * diagonal E) := by
    rw [hW]
    calc diagonal E * (u * diagonal s * uᵀ)
        = (u * uᵀ) * diagonal E * (u * diagonal s * uᵀ) := by rw [hu, one_mul]
      _ = u * (H * diagonal s) * uᵀ := by
          rw [hH]; simp only [spectral, Matrix.mul_assoc]
      _ = -((u * diagonal s * uᵀ) * diagonal E * (u * uᵀ)) := by
          rw [hc.anti, hH]
          simp only [spectral, Matrix.mul_neg, Matrix.neg_mul, Matrix.mul_assoc]
      _ = -(u * diagonal s * uᵀ * diagonal E) := by rw [hu, mul_one]
  have hf : diagonal (fun n => f (-E n)) * W = W * diagonal (fun n => f (E n)) := by
    ext a b
    have h1 : E a * W a b = -(W a b * E b) := by
      simpa only [Matrix.neg_apply, Matrix.mul_diagonal, Matrix.diagonal_mul] using
        congrArg (fun M : Matrix ι ι ℝ => M a b) hD
    rw [Matrix.diagonal_mul, Matrix.mul_diagonal]
    by_cases h0 : W a b = 0
    · simp [h0]
    · have h2 : -E a = E b := mul_left_cancel₀ h0 (by linear_combination -h1)
      rw [h2, mul_comm]
  symm
  calc diagonal s * spectral u (fun n => f (E n)) * diagonal s
      = (uᵀ * u) * diagonal s * spectral u (fun n => f (E n)) * diagonal s := by
        rw [hu', one_mul]
    _ = uᵀ * (W * diagonal (fun n => f (E n))) * u * diagonal s := by
        rw [hW]; simp only [spectral, Matrix.mul_assoc]
    _ = uᵀ * diagonal (fun n => f (-E n)) * u * diagonal s * (uᵀ * u) * diagonal s := by
        rw [← hf, hW]; simp only [Matrix.mul_assoc]
    _ = spectral u (fun n => f (-E n)) * (diagonal s * diagonal s) := by
        rw [hu', mul_one]; simp only [spectral, Matrix.mul_assoc]
    _ = spectral u (fun n => f (-E n)) := by rw [hss, mul_one]
```

The theorem says $f(-H)=S\,f(H)\,S$ for every function $f:\mathbb R\to\mathbb R$, with no continuity required.

By hand, consider the overlaps $W_{ab}=\sum_i u_a(i)\,s_i\,u_b(i)$, that is $W=uSu^{T}$. Inserting $HS=-SH$ between two orbitals gives

$$
E_a W_{ab}=-W_{ab}E_b .
$$

So either $W_{ab}=0$ or $E_b=-E_a$. In both cases

$$
f(-E_a)\,W_{ab}=W_{ab}\,f(E_b),
$$

which also holds when levels are degenerate. As matrices, $\mathrm{diag}(f(-E))\,W=W\,\mathrm{diag}(f(E))$. Using $u^{T}u=1$ and $S^2=1$,

$$
\begin{aligned}
S f(H) S &= u^{T}\,W\,\mathrm{diag}(f(E))\,u\,S\\
&= u^{T}\,\mathrm{diag}(f(-E))\,W\,u\,S\\
&= u^{T}\,\mathrm{diag}(f(-E))\,u\,S\,S=f(-H).
\end{aligned}
$$

In the code, `hss` is $S^2=1$, `hD` is the relation between overlaps and energies, and `hf` is its version for $f$. The line `by_cases h0 : W a b = 0` makes the distinction between vanishing and nonvanishing overlaps. The final `calc` block is the displayed chain, read from $Sf(H)S$ to $f(-H)$.

## From decaying exponentials to energy denominators

```lean
/-- If a finite sum of exponentials with positive decay rates `d` is nonnegative at all times,
then so is the sum of its amplitudes divided by the rates. -/
theorem static_nonneg {κ : Type*} (T : Finset κ) (w d : κ → ℝ) (hd : ∀ x ∈ T, 0 < d x)
    (hw : ∀ t : ℝ, 0 ≤ ∑ x ∈ T, w x * Real.exp (-t * d x)) :
    0 ≤ ∑ x ∈ T, w x / d x := by
  have hF : ∀ t : ℝ, HasDerivAt (fun t => ∑ x ∈ T, w x / d x * Real.exp (-t * d x))
      (-(∑ x ∈ T, w x * Real.exp (-t * d x))) t := by
    intro t
    rw [← Finset.sum_neg_distrib]
    refine HasDerivAt.fun_sum fun x hx => ?_
    have h := (((hasDerivAt_id' t).fun_neg.mul_const (d x)).exp).const_mul (w x / d x)
    refine h.congr_deriv ?_
    have h2 : w x / d x * d x = w x := div_mul_cancel₀ _ (hd x hx).ne'
    show w x / d x * (Real.exp (-t * d x) * (-1 * d x)) = _
    linear_combination (-Real.exp (-t * d x)) * h2
  -- the remaining integral decreases to zero, so it starts nonnegative
  have anti := antitone_of_deriv_nonpos (fun t => (hF t).differentiableAt)
    (fun t => by rw [(hF t).deriv]; exact neg_nonpos.2 (hw t))
  have lim : Tendsto (fun t : ℝ => ∑ x ∈ T, w x / d x * Real.exp (-t * d x)) atTop
      (𝓝 (∑ x ∈ T, w x / d x * 0)) :=
    tendsto_finsetSum _ fun x hx => Tendsto.const_mul _
      (Real.tendsto_exp_atBot.comp (tendsto_neg_atTop_atBot.atBot_mul_const (hd x hx)))
  simpa using anti.le_of_tendsto lim 0
```

Here `T` is a finite set of terms with amplitudes $w_x$ and rates $d_x>0$. If $\sum_x w_x e^{-td_x}\ge0$ for all real $t$, then $\sum_x w_x/d_x\ge0$. Individual amplitudes may be negative.

A physicist would integrate the first inequality over $t$ from $0$ to $\infty$. The same argument without an integral uses

$$
F(t)=\sum_x\frac{w_x}{d_x}e^{-td_x},\qquad
F'(t)=-\sum_x w_xe^{-td_x}\le0 .
$$

The function $F$ does not increase, and it tends to $0$ as $t\to\infty$. Hence $F(0)=\sum_x w_x/d_x\ge0$.

The proof has the same three parts: `hF` computes the derivative, `anti` states that $F$ does not increase, and `lim` gives the limit. The last line combines them at $t=0$.

## The sign rule

```lean
/-- In a chiral system the mutual polarizability is nonnegative for sites on the same sublattice
and nonpositive for sites on opposite sublattices. -/
theorem polarizability_alternates {H u : Matrix ι ι ℝ} {E s : ι → ℝ}
    (hb : IsEigenbasis H E u) (hc : IsChiral H s) (i j : ι) :
    0 ≤ s i * s j * polarizability E u i j := by
  have e : s i * s j * polarizability E u i j =
      ∑ x : ι × ι with E x.1 < 0 ∧ 0 < E x.2,
        s i * s j * (u x.1 i * u x.1 j * (u x.2 i * u x.2 j)) / (E x.2 - E x.1) := by
    simp only [polarizability, Finset.sum_filter, Fintype.sum_prod_type, Finset.mul_sum]
    refine Finset.sum_congr rfl fun n _ => Finset.sum_congr rfl fun m _ => ?_
    split_ifs <;> ring
  rw [e]
  refine static_nonneg _ _ _ (fun x hx => ?_) fun t => ?_
  · have h := (Finset.mem_filter.1 hx).2
    linarith [h.1, h.2]
  -- in imaginary time, particle and hole propagators agree up to sublattice signs
  let f : ℝ → ℝ := fun x => if 0 < x then Real.exp (-t * x) else 0
  have hA : spectral u (fun n => f (-E n)) i j =
      s i * spectral u (fun n => f (E n)) i j * s j := by
    rw [spectral_neg hb hc f, Matrix.mul_diagonal, Matrix.diagonal_mul]
  have key : ∑ x : ι × ι with E x.1 < 0 ∧ 0 < E x.2,
      s i * s j * (u x.1 i * u x.1 j * (u x.2 i * u x.2 j)) *
        Real.exp (-t * (E x.2 - E x.1)) =
      s i * s j * (spectral u (fun n => f (-E n)) i j *
        spectral u (fun n => f (E n)) i j) := by
    rw [spectral_apply, spectral_apply, Finset.sum_mul_sum]
    simp only [Finset.sum_filter, Fintype.sum_prod_type, Finset.mul_sum]
    refine Finset.sum_congr rfl fun n _ => Finset.sum_congr rfl fun m _ => ?_
    have h3 : Real.exp (-t * (E m - E n)) =
        Real.exp (-t * -E n) * Real.exp (-t * E m) := by
      rw [← Real.exp_add]; congr 1; ring
    by_cases hn : E n < 0 <;> by_cases hm : 0 < E m
    · simp only [f, hn, hm, neg_pos, and_self, ↓reduceIte, h3]
      ring
    all_goals simp [f, hn, hm]
  -- the weighted pair sum is a perfect square
  rw [key, hA]
  calc (0 : ℝ) ≤ (s i * s j * spectral u (fun n => f (E n)) i j) ^ 2 := sq_nonneg _
    _ = _ := by ring
```

In words: given an eigenbasis (`hb`) and chiral symmetry (`hc`), $s_is_j\Pi_{ij}\ge0$ for every pair of sites, including $i=j$. Zero modes are allowed, but they enter neither side of the pair sum, so when they are present the sum is in general not the full charge response. The model is finite and non-interacting, and the response is static.

By hand, replace each denominator by an exponential in imaginary time $t$. The previous theorem, with rates $E_m-E_n>0$, reduces the claim to showing that

$$
s_is_j\sum_{E_n<0<E_m}u_n(i)u_n(j)\,u_m(i)u_m(j)\,e^{-t(E_m-E_n)}\ \ge0
$$

for every $t$. The exponential factorises, so the double sum is a product of a hole part and a particle part:

$$
h_{ij}=\sum_{E_n<0}e^{tE_n}u_n(i)u_n(j),\qquad
g_{ij}=\sum_{E_m>0}e^{-tE_m}u_m(i)u_m(j).
$$

Let $f(x)=e^{-tx}$ for $x>0$ and $f(x)=0$ otherwise. Then $g=f(H)$ and $h=f(-H)$, and chiral symmetry gives $h_{ij}=s_i\,g_{ij}\,s_j$. The expression becomes

$$
s_is_j\,h_{ij}\,g_{ij}=(s_is_j\,g_{ij})^2\ge0 .
$$

In the Lean proof, `e` rewrites $s_is_j\Pi_{ij}$ as one sum over pairs `x`, with `x.1` the filled and `x.2` the empty orbital. Applying `static_nonneg` leaves two goals. The first, positive rates, is settled by `linarith`. For the second, `hA` is the relation between $h_{ij}$ and $g_{ij}$, and `key` is the factorisation, checked pair by pair according to the signs of the two energies. The closing `calc` recognises the square.

## The two-site dimer

```lean
/-- Antisymmetric and symmetric orbitals of a dimer, with amplitude `c`. -/
def dimerOrbitals (c : ℝ) : Matrix (Fin 2) (Fin 2) ℝ := !![c, -c; c, c]
```

The rows are the orbitals $u_0=(c,-c)$ and $u_1=(c,c)$. Lean counts from zero, so the sites are $0$ and $1$ as well.

```lean
/-- The dimer with unit hopping meets the hypotheses; its polarizability is `1/8` on the first
site and `-1/8` between the two sites. -/
theorem dimer_witness :
    IsEigenbasis !![0, 1; 1, 0] ![-1, 1] (dimerOrbitals √(1 / 2)) ∧
    IsChiral !![0, 1; 1, 0] ![1, -1] ∧
    polarizability ![-1, 1] (dimerOrbitals √(1 / 2)) 0 0 = 1 / 8 ∧
    polarizability ![-1, 1] (dimerOrbitals √(1 / 2)) 0 1 = -1 / 8 := by
  have hc : √(1 / 2 : ℝ) * √(1 / 2) = 1 / 2 := Real.mul_self_sqrt (by norm_num)
  generalize √(1 / 2 : ℝ) = c at hc ⊢
  -- only the excitation across the gap of width two contributes
  have hp : ∀ i j, polarizability ![-1, 1] (dimerOrbitals c) i j =
      dimerOrbitals c 0 i * dimerOrbitals c 1 i * dimerOrbitals c 0 j *
        dimerOrbitals c 1 j / 2 := by
    intro i j
    norm_num [polarizability, Fin.sum_univ_two]
  refine ⟨⟨?_, ?_⟩, ⟨?_, ?_⟩, ?_, ?_⟩
  · ext i j
    fin_cases i <;> fin_cases j <;>
      simp [dimerOrbitals, Matrix.mul_apply, Fin.sum_univ_two] <;> linarith
  · intro n
    funext i
    fin_cases n <;> fin_cases i <;>
      simp [dimerOrbitals, Matrix.mulVec, dotProduct, Fin.sum_univ_two]
  · intro i
    fin_cases i <;> simp
  · ext i j
    fin_cases i <;> fin_cases j <;> simp [Matrix.mul_apply, Fin.sum_univ_two]
  · rw [hp]
    show c * c * c * c / 2 = 1 / 8
    linear_combination (c * c + 1 / 2) / 2 * hc
  · rw [hp]
    show c * c * -c * c / 2 = -1 / 8
    linear_combination (-(c * c + 1 / 2) / 2) * hc

end

end ChiralPolarizability
```

The dimer has

$$
H=\begin{pmatrix}0&1\\1&0\end{pmatrix},\qquad E_0=-1,\quad E_1=1,\qquad s=(1,-1),
$$

with the hopping as the unit of energy. The hopping element is positive here, so the filled orbital is the antisymmetric one; with a negative element, as in Hückel theory, the two orbitals exchange roles and the polarizabilities stay the same. For $c=\sqrt{1/2}$ the orbitals are normalised. The theorem confirms that this system satisfies both `IsEigenbasis` and `IsChiral`, and it evaluates two polarizabilities. There is a single excitation, across a gap of $2$, so

$$
\Pi_{00}=\frac{c\cdot c\cdot c\cdot c}{2}=\frac18,\qquad
\Pi_{01}=\frac{c\cdot c\cdot(-c)\cdot c}{2}=-\frac18 .
$$

The signs follow the rule, and neither value is zero.

The proof keeps only $c^2=1/2$ about the square root, as `hc`. The step `hp` reduces the double sum to its one surviving term. The eigenbasis and chirality conditions are checked entry by entry, with `fin_cases` running through the two indices, and `linear_combination` obtains the two values from `hc`.

```lean
#print axioms ChiralPolarizability.polarizability_alternates
-- 'ChiralPolarizability.polarizability_alternates' depends on axioms: [propext, Classical.choice, Quot.sound]
```
